# Charge versus frontier control in a two-level model: when two sites cross over, and at which gap

A nucleophile can attack a substrate at either of two atoms. Site 1 carries the more favourable charge, and site 2 has the larger weight in the substrate's lowest empty orbital. An electronic-structure calculation on the substrate supplies the weights $f_1$ and $f_2$ as squared orbital coefficients. The reagent's highest occupied level fixes the gap $g$ to the empty orbital. Electrostatic estimates supply charge terms $Q_1$ and $Q_2$, counted per electron in that occupied level: for a reagent that donates an electron pair, each is half the electrostatic stabilisation. To rank the sites for a series of reagents, one can compute a single crossover gap $g_0$ and compare each reagent's $g$ with it. This is legitimate in a one-electron, two-level model in which only $g$ changes along the series, provided that the charge advantage of site 1 lies in a certain window.

Take $b=2$ eV for the coupling strength, $f_1=0.2025$, $f_2=0.64$ and $Q_1-Q_2=0.5$ eV as illustrative values. The formula derived below gives $g_0=2.4$ eV. A reagent with a gap of 1 eV then prefers site 2, and one with a gap of 5 eV prefers site 1.

## The crossover gap from two square roots

Put the occupied level at energy 0 and the empty level at $g\ge 0$. Let $b$ be the magnitude of the coupling between the reagent's occupied level and the atomic orbital at the attacked site, taken to be the same for both sites. If the reagent meets site $k$, its coupling to the empty level is $b\sqrt{f_k}$ in magnitude, since $\sqrt{f_k}$ is the magnitude of the orbital coefficient there. A lowered level at energy $-x$, with $x\ge0$, satisfies

$$\det\begin{pmatrix} x & b\sqrt{f_k}\\ b\sqrt{f_k} & g+x\end{pmatrix}=x(g+x)-b^2f_k=0 .$$

Multiplying by 4 and completing the square gives $(2x+g)^2=g^2+4b^2f_k$. As $2x+g\ge0$, the only non-negative solution is

$$x_k(g)=\tfrac12\bigl(R_k(g)-g\bigr),\qquad R_k(g)=\sqrt{g^2+4b^2f_k}.$$

The stabilisation of site $k$ is $S_k(g)=Q_k+x_k(g)$. Let $b>0$, $0\le f_1<f_2$ and $d=Q_1-Q_2$. The claim is that, if

$$0<d<b(\sqrt{f_2}-\sqrt{f_1}),$$

there is exactly one $g_0>0$ such that site 2 is preferred for $0\le g<g_0$ and site 1 for $g>g_0$. Outside this window the sites are never equally stabilised at a positive gap.

**The orbital advantage falls with the gap.** Let $D(g)=x_2(g)-x_1(g)=\tfrac12(R_2-R_1)$, so that $S_2-S_1=D-d$. Since $R_2^2-R_1^2=4b^2(f_2-f_1)$ does not depend on $g$,

$$D(g)=\frac{2b^2(f_2-f_1)}{R_1(g)+R_2(g)} .$$

The denominator is positive and strictly increasing for $g\ge0$, so $D$ is positive and strictly decreasing. At zero gap $R_k=2b\sqrt{f_k}$, hence $D(0)=b(\sqrt{f_2}-\sqrt{f_1})$, the upper end of the window.

**The crossing.** Equality $D=d$ means $R_2-R_1=2d$. Dividing the constant difference of squares by this gives $R_2+R_1=2v$ with $v=b^2(f_2-f_1)/d$. Thus $R_1=v-d$, $R_2=v+d$, and

$$g_0^2=(v-d)^2-4b^2f_1 .$$

The right-hand side is positive if $v-d>2b\sqrt{f_1}$. Multiplied by $d$ and rearranged, this condition reads $b^2f_2>(d+b\sqrt{f_1})^2$, which is the upper bound on $d$. With this $g_0$ the sites are indeed equal: $g_0^2+4b^2f_1=(v-d)^2$, and

$$g_0^2+4b^2f_2=(v-d)^2+4vd=(v+d)^2,$$

so the roots are $v-d$ and $v+d$, and half their difference is $d$.

**Preference, uniqueness and necessity.** Because $D$ decreases strictly, $D>d$ below $g_0$ and $D<d$ above it. If another gap $g'$ separated the preferences in the same way, the midpoint of $g'$ and $g_0$ would favour both sites. Finally, a crossing at some $g>0$ means $d=D(g)$, and $0<D(g)<D(0)$ is the window.

## The model as real functions

```lean
import Mathlib

open Matrix

namespace ChargeFrontierControl

noncomputable section
```

The orbital term is $x_k(g)$, written for a general weight `f`.

```lean
/-- Orbital stabilisation of a site with frontier weight `f`, coupling strength `b` and
frontier gap `g`. -/
def orbitalTerm (b f g : ℝ) : ℝ := (√(g ^ 2 + 4 * b ^ 2 * f) - g) / 2
```

Adding the charge term `Q` gives $S_k$. This term is postulated: it stands for the electrostatic stabilisation between reagent and site, per electron in the occupied level, and it is taken not to depend on the gap.

```lean
/-- Total stabilisation of a site: charge term `Q` plus orbital term. -/
def stabilisation (Q b f g : ℝ) : ℝ := Q + orbitalTerm b f g
```

The closed form for $g_0$ takes the charge advantage `d` as an argument. The formula has its intended meaning in the window. Outside it, the expression under the root can be negative, and Lean's real square root then returns 0. For large $d$ the expression can also be positive although no crossing exists, because $v-d$ is then negative and cannot equal $R_1$.

```lean
/-- Closed form for the crossover gap of two sites with frontier weights `f₁`, `f₂` and charge
advantage `d` of site 1, meaningful for `b > 0`, `0 ≤ f₁ < f₂` and `0 < d < b(√f₂ - √f₁)`. -/
def crossoverGap (b f₁ f₂ d : ℝ) : ℝ :=
  √((b ^ 2 * (f₂ - f₁) / d - d) ^ 2 - 4 * b ^ 2 * f₁)
```

All quantities are real numbers in a common energy unit, apart from the dimensionless weights. The weights need not be bounded by 1. Both sites share one `b`, the two levels are orthogonal, and the lowering of the occupied level is counted once. For an electron pair the orbital term doubles. Dividing the whole stabilisation by two then gives the form used here, with half the electrostatic stabilisation as the charge term.

## The orbital term from the secular determinant

The next theorem ties the square-root formula to the Hamiltonian. The matrix `!![0, b * √f; b * √f, g]` is the two-level Hamiltonian, and subtracting `(-x) • 1` places the trial energy at $-x$. For non-negative `f`, `g` and `x`, the determinant vanishes exactly when `x` is the orbital term.

```lean
/-- For `f ≥ 0` and `g ≥ 0`, a lowering `x ≥ 0` solves the secular equation of two levels `0` and
`g` coupled by `b√f`, at energy `-x`, exactly when `x` is the orbital term. -/
theorem secular_iff_orbitalTerm {b f g x : ℝ} (hf : 0 ≤ f) (hg : 0 ≤ g) (hx : 0 ≤ x) :
    (!![0, b * √f; b * √f, g] - (-x) • (1 : Matrix (Fin 2) (Fin 2) ℝ)).det = 0 ↔
      x = orbitalTerm b f g := by
  have hdet : (!![0, b * √f; b * √f, g] - (-x) • (1 : Matrix (Fin 2) (Fin 2) ℝ)).det
      = x * (g + x) - (b * √f) ^ 2 := by
    rw [Matrix.det_fin_two]
    simp
    ring
  have hs := Real.sq_sqrt hf
  rw [hdet]
  constructor
  · intro h
    -- the discriminant is a perfect square
    have h2 : g ^ 2 + 4 * b ^ 2 * f = (2 * x + g) ^ 2 := by
      linear_combination -4 * h - 4 * b ^ 2 * hs
    rw [orbitalTerm, h2, Real.sqrt_sq (by linarith)]
    ring
  · intro h
    have hR := Real.sq_sqrt (show 0 ≤ g ^ 2 + 4 * b ^ 2 * f by positivity)
    rw [orbitalTerm] at h
    rw [h]
    linear_combination hR / 4 - b ^ 2 * hs
```

`hdet` expands the determinant. In the forward direction `h2` completes the square, and `Real.sqrt_sq` takes the root using $2x+g\ge0$. The backward direction substitutes the formula and lets `linear_combination` verify the equation from the squares of the two roots.

At zero gap the discriminant is itself a square, which gives $b\sqrt f$.

```lean
/-- At zero gap the orbital term is `b√f`, for `b ≥ 0` and `f ≥ 0`. -/
theorem orbitalTerm_zero_gap {b f : ℝ} (hb : 0 ≤ b) (hf : 0 ≤ f) :
    orbitalTerm b f 0 = b * √f := by
  have h : (0 : ℝ) ^ 2 + 4 * b ^ 2 * f = (2 * b * √f) ^ 2 := by
    linear_combination -4 * b ^ 2 * Real.sq_sqrt hf
  rw [orbitalTerm, h, Real.sqrt_sq (by positivity)]
  ring
```

## Monotonicity of the orbital advantage

`StrictAntiOn` on `Set.Ici 0` says that $D$ is strictly decreasing on $g\ge0$.

```lean
/-- For `b > 0` and `0 ≤ f₁ < f₂`, the orbital advantage of the site with the larger frontier
weight strictly decreases as the gap grows from zero. -/
theorem orbital_advantage_strictAnti {b f₁ f₂ : ℝ} (hb : 0 < b) (h1 : 0 ≤ f₁) (h12 : f₁ < f₂) :
    StrictAntiOn (fun g => orbitalTerm b f₂ g - orbitalTerm b f₁ g) (Set.Ici 0) := by
  intro g hg h _ hgh
  have hg0 : 0 ≤ g := hg
  have h2 : 0 ≤ f₂ := h1.trans h12.le
  have hbf : b ^ 2 * f₁ < b ^ 2 * f₂ := mul_lt_mul_of_pos_left h12 (by positivity)
  have hsq : g ^ 2 < h ^ 2 := by nlinarith
  have ea1 := Real.sq_sqrt (show 0 ≤ g ^ 2 + 4 * b ^ 2 * f₁ by positivity)
  have ea2 := Real.sq_sqrt (show 0 ≤ g ^ 2 + 4 * b ^ 2 * f₂ by positivity)
  have ec1 := Real.sq_sqrt (show 0 ≤ h ^ 2 + 4 * b ^ 2 * f₁ by positivity)
  have ec2 := Real.sq_sqrt (show 0 ≤ h ^ 2 + 4 * b ^ 2 * f₂ by positivity)
  have l1 : √(g ^ 2 + 4 * b ^ 2 * f₁) < √(h ^ 2 + 4 * b ^ 2 * f₁) :=
    Real.sqrt_lt_sqrt (by positivity) (by linarith)
  have l2 : √(g ^ 2 + 4 * b ^ 2 * f₂) < √(h ^ 2 + 4 * b ^ 2 * f₂) :=
    Real.sqrt_lt_sqrt (by positivity) (by linarith)
  have l3 : √(g ^ 2 + 4 * b ^ 2 * f₁) < √(g ^ 2 + 4 * b ^ 2 * f₂) :=
    Real.sqrt_lt_sqrt (by positivity) (by linarith)
  have p1 := Real.sqrt_nonneg (h ^ 2 + 4 * b ^ 2 * f₁)
  have p2 := Real.sqrt_nonneg (h ^ 2 + 4 * b ^ 2 * f₂)
  simp only [orbitalTerm]
  generalize √(g ^ 2 + 4 * b ^ 2 * f₁) = a₁ at *
  generalize √(g ^ 2 + 4 * b ^ 2 * f₂) = a₂ at *
  generalize √(h ^ 2 + 4 * b ^ 2 * f₁) = c₁ at *
  generalize √(h ^ 2 + 4 * b ^ 2 * f₂) = c₂ at *
  -- difference times sum of the roots is the same at both gaps, and the sum grows
  have key : a₂ - a₁ > c₂ - c₁ := by
    by_contra hcon
    have q1 := mul_nonneg (sub_nonneg.mpr (not_lt.mp hcon)) (add_nonneg p2 p1)
    have q2 := mul_pos (sub_pos.mpr l3) (show 0 < c₂ + c₁ - (a₂ + a₁) by linarith)
    nlinarith
  linarith
```

The proof compares two gaps `g` and `h` with $0\le g<h$. After `generalize`, the roots at `g` are called $a_1,a_2$ and those at `h` are $c_1,c_2$. The facts `ea1` to `ec2` record their squares, and `l1`, `l2` say that each root grows. The step `key` replaces the division in the derivation by a contradiction: if $c_2-c_1\ge a_2-a_1$, the larger sum $c_2+c_1$ would make $c_2^2-c_1^2$ exceed $a_2^2-a_1^2$, yet both equal $4b^2(f_2-f_1)$.

## A positive gap at which the sites are equal

The window first yields $v-d>2b\sqrt{f_1}$ and then $g_0>0$.

```lean
/-- If the charge advantage `d` is positive and below the zero-gap orbital advantage, with `b > 0`
and `f₁, f₂ ≥ 0`, then `b²(f₂ - f₁)/d - d` exceeds `2b√f₁` and the crossover gap is positive. -/
theorem crossoverGap_pos {b f₁ f₂ d : ℝ} (hb : 0 < b) (h1 : 0 ≤ f₁) (h2 : 0 ≤ f₂)
    (hd : 0 < d) (hd' : d < b * (√f₂ - √f₁)) :
    2 * b * √f₁ < b ^ 2 * (f₂ - f₁) / d - d ∧ 0 < crossoverGap b f₁ f₂ d := by
  have e1 := Real.sq_sqrt h1
  have e2 := Real.sq_sqrt h2
  have hp : 0 ≤ b * √f₁ := by positivity
  have hu : 2 * b * √f₁ < b ^ 2 * (f₂ - f₁) / d - d := by
    rw [lt_sub_iff_add_lt, lt_div_iff₀ hd]
    have q := mul_pos (sub_pos.mpr hd')
      (show 0 < 2 * (b * √f₁) + b * (√f₂ - √f₁) + d by linarith)
    have e : b ^ 2 * (f₂ - f₁) = b ^ 2 * (√f₂ ^ 2 - √f₁ ^ 2) := by rw [e1, e2]
    rw [e]
    linarith
  refine ⟨hu, Real.sqrt_pos.mpr ?_⟩
  have e : 4 * b ^ 2 * f₁ = (2 * b * √f₁) ^ 2 := by
    linear_combination -4 * b ^ 2 * e1
  rw [e]
  nlinarith
```

The product `q` is the factorised form of $b^2f_2-(d+b\sqrt{f_1})^2>0$. Positivity of the expression under the root follows by writing $4b^2f_1$ as $(2b\sqrt{f_1})^2$ and comparing squares.

The stabilisations agree at this gap.

```lean
/-- For `b > 0`, `f₁, f₂ ≥ 0` and `0 < Q₁ - Q₂ < b(√f₂ - √f₁)`, the two sites are equally stabilised
at the crossover gap. -/
theorem equal_at_crossover {b f₁ f₂ Q₁ Q₂ : ℝ} (hb : 0 < b) (h1 : 0 ≤ f₁) (h2 : 0 ≤ f₂)
    (hQ : 0 < Q₁ - Q₂) (hQ' : Q₁ - Q₂ < b * (√f₂ - √f₁)) :
    stabilisation Q₁ b f₁ (crossoverGap b f₁ f₂ (Q₁ - Q₂)) =
      stabilisation Q₂ b f₂ (crossoverGap b f₁ f₂ (Q₁ - Q₂)) := by
  obtain ⟨hu, hpos⟩ := crossoverGap_pos hb h1 h2 hQ hQ'
  have hu0 : 0 ≤ b ^ 2 * (f₂ - f₁) / (Q₁ - Q₂) - (Q₁ - Q₂) :=
    le_trans (by positivity) hu.le
  have hg : crossoverGap b f₁ f₂ (Q₁ - Q₂) ^ 2 =
      (b ^ 2 * (f₂ - f₁) / (Q₁ - Q₂) - (Q₁ - Q₂)) ^ 2 - 4 * b ^ 2 * f₁ :=
    Real.sq_sqrt (Real.sqrt_pos.mp hpos).le
  have hdiv : b ^ 2 * (f₂ - f₁) / (Q₁ - Q₂) * (Q₁ - Q₂) = b ^ 2 * (f₂ - f₁) :=
    div_mul_cancel₀ _ hQ.ne'
  simp only [stabilisation, orbitalTerm]
  generalize crossoverGap b f₁ f₂ (Q₁ - Q₂) = g at *
  generalize b ^ 2 * (f₂ - f₁) / (Q₁ - Q₂) = v at *
  -- both discriminants are perfect squares at the crossover
  have r1 : g ^ 2 + 4 * b ^ 2 * f₁ = (v - (Q₁ - Q₂)) ^ 2 := by linear_combination hg
  have r2 : g ^ 2 + 4 * b ^ 2 * f₂ = (v + (Q₁ - Q₂)) ^ 2 := by
    linear_combination hg - 4 * hdiv
  rw [r1, r2, Real.sqrt_sq hu0, Real.sqrt_sq (by linarith)]
  ring
```

Here `r1` and `r2` are the two perfect squares $(v-d)^2$ and $(v+d)^2$. The bound `hu0` ensures that the first root is $v-d$ and not its negative.

## Which site is preferred on each side

"Preferred" means strictly larger stabilisation. The theorem gives an equivalence for each site, so a known preference also locates the gap relative to $g_0$.

```lean
/-- For `b > 0`, `0 ≤ f₁ < f₂` and `0 < Q₁ - Q₂ < b(√f₂ - √f₁)`, site 2 is preferred exactly at
gaps `g ≥ 0` below the crossover gap, and site 1 exactly at gaps above it. -/
theorem preference_iff {b f₁ f₂ Q₁ Q₂ g : ℝ} (hb : 0 < b) (h1 : 0 ≤ f₁) (h12 : f₁ < f₂)
    (hQ : 0 < Q₁ - Q₂) (hQ' : Q₁ - Q₂ < b * (√f₂ - √f₁)) (hg : 0 ≤ g) :
    (stabilisation Q₁ b f₁ g < stabilisation Q₂ b f₂ g ↔ g < crossoverGap b f₁ f₂ (Q₁ - Q₂)) ∧
    (stabilisation Q₂ b f₂ g < stabilisation Q₁ b f₁ g ↔
      crossoverGap b f₁ f₂ (Q₁ - Q₂) < g) := by
  have h2 := h1.trans h12.le
  have hpos := (crossoverGap_pos hb h1 h2 hQ hQ').2
  have heq := equal_at_crossover hb h1 h2 hQ hQ'
  have anti := orbital_advantage_strictAnti hb h1 h12
  simp only [stabilisation] at heq ⊢
  generalize crossoverGap b f₁ f₂ (Q₁ - Q₂) = g₀ at *
  rcases lt_trichotomy g g₀ with h | h | h
  · have k := anti (Set.mem_Ici.mpr hg) (Set.mem_Ici.mpr hpos.le) h
    simp only at k
    constructor <;> constructor <;> intro _ <;> linarith
  · subst h
    constructor <;> constructor <;> intro _ <;> linarith
  · have k := anti (Set.mem_Ici.mpr hpos.le) (Set.mem_Ici.mpr hg) h
    simp only at k
    constructor <;> constructor <;> intro _ <;> linarith
```

The proof splits into $g<g_0$, $g=g_0$ and $g>g_0$. In the outer cases, monotonicity is combined with equality at $g_0$; in the middle case neither strict preference holds.

The main statement follows. The quantifier `∃!` covers three properties together: positivity, preference for site 2 at every non-negative gap below `g₀`, and preference for site 1 at every gap above it.

```lean
/-- For `b > 0`, `0 ≤ f₁ < f₂` and `0 < Q₁ - Q₂ < b(√f₂ - √f₁)`, there is a unique positive gap `g₀`
such that site 2 is preferred at every `g` with `0 ≤ g < g₀` and site 1 at every `g > g₀`. -/
theorem existsUnique_crossover {b f₁ f₂ Q₁ Q₂ : ℝ} (hb : 0 < b) (h1 : 0 ≤ f₁) (h12 : f₁ < f₂)
    (hQ : 0 < Q₁ - Q₂) (hQ' : Q₁ - Q₂ < b * (√f₂ - √f₁)) :
    ∃! g₀ : ℝ, 0 < g₀ ∧
      (∀ g, 0 ≤ g → g < g₀ → stabilisation Q₁ b f₁ g < stabilisation Q₂ b f₂ g) ∧
      (∀ g, g₀ < g → stabilisation Q₂ b f₂ g < stabilisation Q₁ b f₁ g) := by
  have hpos := (crossoverGap_pos hb h1 (h1.trans h12.le) hQ hQ').2
  refine ⟨crossoverGap b f₁ f₂ (Q₁ - Q₂), ⟨hpos, fun g hg h => ?_, fun g h => ?_⟩, ?_⟩
  · exact (preference_iff hb h1 h12 hQ hQ' hg).1.mpr h
  · exact (preference_iff hb h1 h12 hQ hQ' (hpos.trans h).le).2.mpr h
  · rintro g' ⟨hg', hlow, hhigh⟩
    -- a gap strictly between two candidates would favour both sites
    have hm := preference_iff hb h1 h12 hQ hQ'
      (show 0 ≤ (g' + crossoverGap b f₁ f₂ (Q₁ - Q₂)) / 2 by linarith)
    rcases lt_trichotomy g' (crossoverGap b f₁ f₂ (Q₁ - Q₂)) with h | h | h
    · have := hm.2.mp (hhigh _ (by linarith))
      linarith
    · exact h
    · have := hm.1.mp (hlow _ (by linarith) (by linarith))
      linarith
```

Existence uses the closed form and the preceding equivalences. For uniqueness, a rival `g'` is compared with the crossover gap. If they differ, `hm` is applied at their midpoint: the rival's property and the equivalence together place the midpoint on the side of $g_0$ where it does not lie, a contradiction.

## The window as the exact condition for a crossing

The last theorem assumes only $b>0$ and $0\le f_1<f_2$, and shows that equality at some positive gap is equivalent to the window.

```lean
/-- For `b > 0` and `0 ≤ f₁ < f₂`, the two sites are equally stabilised at some positive gap if
and only if `0 < Q₁ - Q₂ < b(√f₂ - √f₁)`. -/
theorem crossing_iff_window {b f₁ f₂ Q₁ Q₂ : ℝ} (hb : 0 < b) (h1 : 0 ≤ f₁) (h12 : f₁ < f₂) :
    (∃ g, 0 < g ∧ stabilisation Q₁ b f₁ g = stabilisation Q₂ b f₂ g) ↔
      0 < Q₁ - Q₂ ∧ Q₁ - Q₂ < b * (√f₂ - √f₁) := by
  have h2 := h1.trans h12.le
  constructor
  · rintro ⟨g, hg, he⟩
    -- compare the orbital advantage at g with zero and with its zero-gap value
    have k := orbital_advantage_strictAnti hb h1 h12 (Set.mem_Ici.mpr le_rfl)
      (Set.mem_Ici.mpr hg.le) hg
    simp only [orbitalTerm_zero_gap hb.le h1, orbitalTerm_zero_gap hb.le h2] at k
    have hbf : b ^ 2 * f₁ < b ^ 2 * f₂ := mul_lt_mul_of_pos_left h12 (by positivity)
    have l : √(g ^ 2 + 4 * b ^ 2 * f₁) < √(g ^ 2 + 4 * b ^ 2 * f₂) :=
      Real.sqrt_lt_sqrt (by positivity) (by linarith)
    simp only [stabilisation, orbitalTerm] at he k
    constructor <;> linarith
  · rintro ⟨hQ, hQ'⟩
    exact ⟨_, (crossoverGap_pos hb h1 h2 hQ hQ').2, equal_at_crossover hb h1 h2 hQ hQ'⟩

end

end ChargeFrontierControl
```

In the forward direction, `k` is $D(g)<D(0)$ and `l` is $R_1<R_2$, which makes $D(g)$ positive; since $d=D(g)$ at a crossing, both bounds follow. The converse supplies the closed-form gap.

For the illustrative substrate the window is $0<d<0.7$ eV. If its charge advantage were 0.8 eV, the model would prefer site 1 at every gap, and there would be no crossover gap to compute.

```lean
#print axioms ChargeFrontierControl.secular_iff_orbitalTerm
-- 'ChargeFrontierControl.secular_iff_orbitalTerm' depends on axioms: [propext, Classical.choice, Quot.sound]
#print axioms ChargeFrontierControl.crossoverGap_pos
-- 'ChargeFrontierControl.crossoverGap_pos' depends on axioms: [propext, Classical.choice, Quot.sound]
#print axioms ChargeFrontierControl.existsUnique_crossover
-- 'ChargeFrontierControl.existsUnique_crossover' depends on axioms: [propext, Classical.choice, Quot.sound]
#print axioms ChargeFrontierControl.crossing_iff_window
-- 'ChargeFrontierControl.crossing_iff_window' depends on axioms: [propext, Classical.choice, Quot.sound]
```
